# Antibonding Emery band with ligands below the d level and no ligand-ligand hopping: d-weight above one half, and equal to one only without d-ligand hybridisation

When a code builds a one-band Wannier function by projection, it takes the Bloch eigenvector at each wavevector \(k\), projects a trial d orbital onto it, and divides by the length of the result. That division is safe only if the eigenvector has enough d character at every \(k\). In the non-interacting three-orbital Emery model with the ligand levels below the d level and no direct ligand-ligand hopping, the antibonding band always has: its d-weight is greater than \(1/2\). The formula derived below also shows that the d-weight is below 1 wherever the hybridisation is nonzero, so part of the state then sits on the ligands.

## The d-weight formula and its range

At a fixed \(k\), let the d orbital have energy 0 and the two ligand orbitals energy \(-D\), with \(D\) real. Let \(a\) and \(b\) be the complex Bloch hybridisations between the d orbital and the ligands. In the basis (d, ligand 1, ligand 2), with components numbered 0, 1, 2, the Hamiltonian is

\[
H=\begin{pmatrix}0&a&b\\ \bar a&-D&0\\ \bar b&0&-D\end{pmatrix}.
\]

Define the half-splitting

\[
R=\sqrt{D^2/4+|a|^2+|b|^2}.
\]

The eigenvalues are \(-D\) and \(E_\pm=-D/2\pm R\). For \(D>0\), every nonzero eigenvector \(\psi\) with eigenvalue \(E_+\) has d-weight

\[
w=\frac{|\psi_0|^2}{|\psi_0|^2+|\psi_1|^2+|\psi_2|^2}
=\frac12\left(1+\frac{D}{\sqrt{D^2+4|a|^2+4|b|^2}}\right).
\]

It satisfies \(1/2<w\le 1\), with \(w=1\) exactly when \(a=b=0\). Every value in this interval occurs for some real coupling to a single ligand.

## Projection gauges and Wannier tails

For a normalised eigenvector, the projection of the d orbital onto the band has length \(|\psi_0|=\sqrt w>1/\sqrt2\). The projection fixes the phase of the Bloch state so that its d component is real and positive, and dividing by this length normalises it. A projection routine for this non-interacting model therefore never meets a vanishing overlap in the antibonding band, whatever phases the lattice convention puts into \(a\) and \(b\).

The upper bound concerns the Wannier function itself. On a uniform finite \(k\) mesh, the total weight of a one-band Wannier function on all d orbitals of the lattice is the mesh average of \(w(k)\), by Parseval's identity. Changing the phases of the Bloch states can move this weight between cells but cannot change its total. If the hybridisation is nonzero at even one mesh point, some ligand weight remains in every such gauge. This lattice average is ordinary Fourier analysis added here; the Lean file treats one \(k\) at a time.

## From the characteristic determinant to the weight

**Spectrum.** Expanding the determinant gives

\[
\det(z-H)=z(z+D)^2-(|a|^2+|b|^2)(z+D)
=(z+D)\bigl(z^2+Dz-|a|^2-|b|^2\bigr).
\]

Completing the square in the second factor,

\[
z^2+Dz-|a|^2-|b|^2=(z+D/2)^2-R^2=(z-E_+)(z-E_-).
\]

A number \(z\) is an eigenvalue exactly when \(z-H\) has a nonzero null vector, that is, when this determinant vanishes. The three roots are therefore the eigenvalues.

**Order of the bands.** For \(D>0\) we have \(R\ge D/2\). Hence \(E_-=-D/2-R\le -D\), while \(E_++D=R+D/2\ge D>0\). The antibonding band lies strictly above the other two levels.

**Ligand amplitudes.** The two ligand rows of \(H\psi=E_+\psi\) are

\[
\bar a\,\psi_0-D\psi_1=E_+\psi_1,\qquad
\bar b\,\psi_0-D\psi_2=E_+\psi_2 .
\]

Since \(E_++D=R+D/2\), they become

\[
\bar a\,\psi_0=(R+D/2)\psi_1,\qquad
\bar b\,\psi_0=(R+D/2)\psi_2 .
\]

Take squared moduli and add:

\[
(|a|^2+|b|^2)|\psi_0|^2=(R+D/2)^2\bigl(|\psi_1|^2+|\psi_2|^2\bigr).
\]

The definition of \(R\) gives \(|a|^2+|b|^2=R^2-D^2/4=(R-D/2)(R+D/2)\). Cancelling the positive factor \(R+D/2\),

\[
(R-D/2)|\psi_0|^2=(R+D/2)\bigl(|\psi_1|^2+|\psi_2|^2\bigr).
\]

Write \(N=|\psi_0|^2+|\psi_1|^2+|\psi_2|^2\), which is positive because \(\psi\ne0\). Adding \((R+D/2)|\psi_0|^2\) to both sides gives \(2R|\psi_0|^2=(R+D/2)N\), so

\[
w=\frac{R+D/2}{2R}=\frac12\left(1+\frac{D}{2R}\right),\qquad
2R=\sqrt{D^2+4|a|^2+4|b|^2}.
\]

**Bounds.** From \(0<D\le2R\) we get \(0<D/(2R)\le1\), hence \(1/2<w\le1\). Equality \(w=1\) means \(2R=D\), which holds exactly when \(|a|^2+|b|^2=0\), and so when \(a=b=0\).

**Reaching a prescribed weight.** Given \(1/2<w\le1\), set \(u=D/(2w-1)\) and choose a real \(t\) with \(t^2=w(1-w)u^2\). For \(a=t\) and \(b=0\),

\[
D^2+4t^2=u^2\bigl[(2w-1)^2+4w(1-w)\bigr]=u^2 .
\]

The formula then returns \((1+D/u)/2=w\).

**Weak hybridisation.** At \(a=b=0\) the antibonding state is the pure d orbital at energy 0, and both other levels lie at \(-D\). For couplings small compared with \(D\), expanding the square root gives a ligand weight

\[
1-w\approx\frac{|a|^2+|b|^2}{D^2},
\]

so the tail grows quadratically with the coupling.

## The Lean file

```lean
import Mathlib

open Matrix
open scoped ComplexConjugate

namespace EmeryLigandTails

noncomputable section

/-- Emery Bloch Hamiltonian: a d orbital at energy `0`, two ligand orbitals at energy `-D`,
and complex d-ligand hybridisations `a` and `b`. -/
def emery (D : ℝ) (a b : ℂ) : Matrix (Fin 3) (Fin 3) ℂ :=
  !![0, a, b; conj a, -(D : ℂ), 0; conj b, 0, -(D : ℂ)]

/-- Half the distance between the two hybridised bands. -/
def halfSplitting (D : ℝ) (a b : ℂ) : ℝ := √(D ^ 2 / 4 + ‖a‖ ^ 2 + ‖b‖ ^ 2)

/-- Energy of the antibonding band. -/
def topBand (D : ℝ) (a b : ℂ) : ℝ := -D / 2 + halfSplitting D a b

/-- Energy of the bonding band. -/
def bottomBand (D : ℝ) (a b : ℂ) : ℝ := -D / 2 - halfSplitting D a b

/-- Fraction of a nonzero state `ψ` that sits on the d orbital. -/
def dWeight (ψ : Fin 3 → ℂ) : ℝ := ‖ψ 0‖ ^ 2 / ∑ j, ‖ψ j‖ ^ 2

/-- The squared half-splitting is `D²/4 + |a|² + |b|²`. -/
theorem halfSplitting_sq (D : ℝ) (a b : ℂ) :
    halfSplitting D a b ^ 2 = D ^ 2 / 4 + ‖a‖ ^ 2 + ‖b‖ ^ 2 :=
  Real.sq_sqrt (by positivity)

/-- For `D > 0`, hybridisation never reduces the half-splitting below `D/2`. -/
theorem le_halfSplitting {D : ℝ} (hD : 0 < D) (a b : ℂ) :
    D / 2 ≤ halfSplitting D a b := by
  refine (Real.le_sqrt' (by linarith)).2 ?_
  nlinarith [sq_nonneg ‖a‖, sq_nonneg ‖b‖]

/-- The characteristic determinant factorises into the ligand level `-D` and the two
hybridised bands. -/
theorem emery_det (D : ℝ) (a b z : ℂ) :
    (z • (1 : Matrix (Fin 3) (Fin 3) ℂ) - emery D a b).det =
      (z + D) * (z - topBand D a b) * (z - bottomBand D a b) := by
  have ha : a * conj a = (‖a‖ : ℂ) ^ 2 := by
    rw [Complex.mul_conj, Complex.normSq_eq_norm_sq, Complex.ofReal_pow]
  have hb : b * conj b = (‖b‖ : ℂ) ^ 2 := by
    rw [Complex.mul_conj, Complex.normSq_eq_norm_sq, Complex.ofReal_pow]
  have hR : (halfSplitting D a b : ℂ) ^ 2 = (D : ℂ) ^ 2 / 4 + a * conj a + b * conj b := by
    rw [ha, hb]
    exact_mod_cast halfSplitting_sq D a b
  rw [Matrix.det_fin_three]
  simp [emery, topBand, bottomBand]
  linear_combination (z + D) * hR

/-- The eigenvalues of the Emery Hamiltonian are exactly `-D` and the two hybridised
band energies. -/
theorem emery_eigenvalue_iff (D : ℝ) (a b z : ℂ) :
    (∃ ψ : Fin 3 → ℂ, ψ ≠ 0 ∧ emery D a b *ᵥ ψ = z • ψ) ↔
      z = -(D : ℂ) ∨ z = topBand D a b ∨ z = bottomBand D a b := by
  have key : ∀ ψ : Fin 3 → ℂ, emery D a b *ᵥ ψ = z • ψ ↔
      (z • (1 : Matrix (Fin 3) (Fin 3) ℂ) - emery D a b) *ᵥ ψ = 0 := by
    intro ψ
    rw [Matrix.sub_mulVec, Matrix.smul_mulVec, Matrix.one_mulVec, sub_eq_zero]
    exact eq_comm
  simp only [key]
  rw [Matrix.exists_mulVec_eq_zero_iff, emery_det, mul_eq_zero, mul_eq_zero, or_assoc,
    sub_eq_zero, sub_eq_zero, add_eq_zero_iff_eq_neg]

/-- For `D > 0` the ligand level `-D` lies strictly below the antibonding band and not below
the bonding band. -/
theorem band_order {D : ℝ} (hD : 0 < D) (a b : ℂ) :
    bottomBand D a b ≤ -D ∧ -D < topBand D a b := by
  have h := le_halfSplitting hD a b
  unfold bottomBand topBand
  constructor <;> linarith

/-- For `D > 0`, every nonzero eigenvector of the antibonding band has d-weight
`(1 + D / √(D² + 4|a|² + 4|b|²)) / 2`. -/
theorem top_dWeight {D : ℝ} (hD : 0 < D) {a b : ℂ} {ψ : Fin 3 → ℂ} (hψ : ψ ≠ 0)
    (h : emery D a b *ᵥ ψ = (topBand D a b : ℂ) • ψ) :
    dWeight ψ = (1 + D / √(D ^ 2 + 4 * ‖a‖ ^ 2 + 4 * ‖b‖ ^ 2)) / 2 := by
  have hs := halfSplitting_sq D a b
  have hge := le_halfSplitting hD a b
  -- the ligand rows of the eigenvalue equation
  have h1 : conj a * ψ 0 = ((halfSplitting D a b + D / 2 : ℝ) : ℂ) * ψ 1 := by
    have := congrFun h 1
    simp [emery, topBand, Matrix.mulVec, dotProduct, Fin.sum_univ_three] at this
    push_cast
    linear_combination this
  have h2 : conj b * ψ 0 = ((halfSplitting D a b + D / 2 : ℝ) : ℂ) * ψ 2 := by
    have := congrFun h 2
    simp [emery, topBand, Matrix.mulVec, dotProduct, Fin.sum_univ_three] at this
    push_cast
    linear_combination this
  have n1 := congrArg (fun z : ℂ => ‖z‖ ^ 2) h1
  have n2 := congrArg (fun z : ℂ => ‖z‖ ^ 2) h2
  simp only [norm_mul, mul_pow, RCLike.norm_conj, Complex.norm_real, Real.norm_eq_abs,
    sq_abs] at n1 n2
  have hT : √(D ^ 2 + 4 * ‖a‖ ^ 2 + 4 * ‖b‖ ^ 2) = 2 * halfSplitting D a b := by
    rw [show D ^ 2 + 4 * ‖a‖ ^ 2 + 4 * ‖b‖ ^ 2 = (2 * halfSplitting D a b) ^ 2 by
      linear_combination (-4) * hs]
    exact Real.sqrt_sq (by linarith)
  rw [hT]
  generalize halfSplitting D a b = R at *
  have hg : 0 < R + D / 2 := by linarith
  have hR : 2 * R ≠ 0 := by linarith
  -- ligand weight in terms of d-weight
  have hc : (R - D / 2) * ‖ψ 0‖ ^ 2 = (R + D / 2) * (‖ψ 1‖ ^ 2 + ‖ψ 2‖ ^ 2) := by
    apply mul_left_cancel₀ hg.ne'
    linear_combination n1 + n2 + ‖ψ 0‖ ^ 2 * hs
  have hN : 0 < ∑ j, ‖ψ j‖ ^ 2 := by
    obtain ⟨i, hi⟩ := Function.ne_iff.mp hψ
    have hp : 0 < ‖ψ i‖ := norm_pos_iff.2 hi
    exact lt_of_lt_of_le (pow_pos hp 2) (Finset.single_le_sum
      (f := fun j => ‖ψ j‖ ^ 2) (fun j _ => sq_nonneg _) (Finset.mem_univ i))
  have hq : D / (2 * R) * (2 * R) = D := div_mul_cancel₀ _ hR
  have hw : (1 + D / (2 * R)) / 2 = (R + D / 2) / (2 * R) := by
    rw [eq_div_iff hR]
    linear_combination (1 / 2) * hq
  unfold dWeight
  rw [hw, div_eq_div_iff hN.ne' hR, Fin.sum_univ_three]
  linear_combination hc

/-- For `D > 0`, a nonzero antibonding eigenvector has d-weight above one half and at most one, and
the weight is one exactly when both hybridisations `a` and `b` vanish. -/
theorem top_dWeight_bounds {D : ℝ} (hD : 0 < D) {a b : ℂ} {ψ : Fin 3 → ℂ} (hψ : ψ ≠ 0)
    (h : emery D a b *ᵥ ψ = (topBand D a b : ℂ) • ψ) :
    1 / 2 < dWeight ψ ∧ dWeight ψ ≤ 1 ∧ (dWeight ψ = 1 ↔ a = 0 ∧ b = 0) := by
  rw [top_dWeight hD hψ h]
  have hA := sq_nonneg ‖a‖
  have hB := sq_nonneg ‖b‖
  have hsq : √(D ^ 2 + 4 * ‖a‖ ^ 2 + 4 * ‖b‖ ^ 2) ^ 2 =
      D ^ 2 + 4 * ‖a‖ ^ 2 + 4 * ‖b‖ ^ 2 := Real.sq_sqrt (by positivity)
  have hle : D ≤ √(D ^ 2 + 4 * ‖a‖ ^ 2 + 4 * ‖b‖ ^ 2) :=
    (Real.le_sqrt' hD).2 (by linarith)
  have hT := lt_of_lt_of_le hD hle
  have hpos := div_pos hD hT
  have hone := (div_le_one hT).2 hle
  refine ⟨by linarith, by linarith, ?_, ?_⟩
  · intro h1
    -- full d-weight forces the root to equal D, so both couplings vanish
    have hq := (div_eq_one_iff_eq hT.ne').1 (by linarith :
      D / √(D ^ 2 + 4 * ‖a‖ ^ 2 + 4 * ‖b‖ ^ 2) = 1)
    rw [← hq] at hsq
    have ha : ‖a‖ ^ 2 = 0 := by linarith
    have hb : ‖b‖ ^ 2 = 0 := by linarith
    exact ⟨norm_eq_zero.1 ((pow_eq_zero_iff two_ne_zero).1 ha),
      norm_eq_zero.1 ((pow_eq_zero_iff two_ne_zero).1 hb)⟩
  · rintro ⟨ha, hb⟩
    have hr : √(D ^ 2 + 4 * ‖a‖ ^ 2 + 4 * ‖b‖ ^ 2) = D := by
      rw [ha, hb, norm_zero, show D ^ 2 + 4 * (0 : ℝ) ^ 2 + 4 * (0 : ℝ) ^ 2 = D ^ 2 by ring]
      exact Real.sqrt_sq hD.le
    rw [hr, div_self hD.ne']
    norm_num

/-- For `D > 0`, every d-weight above one half and at most one is realised by an antibonding
eigenvector for some real coupling to a single ligand. -/
theorem dWeight_attained {D w : ℝ} (hD : 0 < D) (hw : 1 / 2 < w) (hw1 : w ≤ 1) :
    ∃ t : ℝ, ∃ ψ : Fin 3 → ℂ, ψ ≠ 0 ∧
      emery D t 0 *ᵥ ψ = (topBand D t 0 : ℂ) • ψ ∧ dWeight ψ = w := by
  have hc : 0 < 2 * w - 1 := by linarith
  -- u is the required band splitting, t the coupling that produces it
  obtain ⟨u, hu0, hu⟩ : ∃ u : ℝ, 0 < u ∧ u * (2 * w - 1) = D :=
    ⟨D / (2 * w - 1), div_pos hD hc, div_mul_cancel₀ _ hc.ne'⟩
  obtain ⟨t, ht⟩ : ∃ t : ℝ, t ^ 2 = w * (1 - w) * u ^ 2 :=
    ⟨√(w * (1 - w)) * u, by
      rw [mul_pow, Real.sq_sqrt (mul_nonneg (by linarith) (by linarith))]⟩
  obtain ⟨ψ, h0, h⟩ :=
    (emery_eigenvalue_iff D t 0 (topBand D t 0)).2 (Or.inr (Or.inl rfl))
  refine ⟨t, ψ, h0, h, ?_⟩
  have hr : D ^ 2 + 4 * ‖(t : ℂ)‖ ^ 2 + 4 * ‖(0 : ℂ)‖ ^ 2 = u ^ 2 := by
    rw [Complex.norm_real, Real.norm_eq_abs, sq_abs, norm_zero]
    linear_combination 4 * ht - (u * (2 * w - 1) + D) * hu
  have hq : D / u = 2 * w - 1 := by
    rw [div_eq_iff hu0.ne']
    linear_combination -hu
  rw [top_dWeight hD h0 h, hr, Real.sqrt_sq hu0.le, hq]
  ring

end

end EmeryLigandTails
```

```lean
#print axioms EmeryLigandTails.band_order
#print axioms EmeryLigandTails.top_dWeight_bounds
#print axioms EmeryLigandTails.dWeight_attained
```

```
'EmeryLigandTails.band_order' depends on axioms: [propext, Classical.choice, Quot.sound]
'EmeryLigandTails.top_dWeight_bounds' depends on axioms: [propext, Classical.choice, Quot.sound]
'EmeryLigandTails.dWeight_attained' depends on axioms: [propext, Classical.choice, Quot.sound]
```

## What the theorems fix, and what the model leaves out

The matrix `emery D a b` is \(H\) at one \(k\), with real `D` and complex `a` and `b`; real hybridisations are a special case. A state is a function `ψ : Fin 3 → ℂ`, with `ψ 0` the d amplitude and `ψ 1`, `ψ 2` the ligand amplitudes. The definitions `halfSplitting`, `topBand` and `bottomBand` are \(R\), \(E_+\) and \(E_-\). The quantity `dWeight ψ` divides by the total squared length, so the eigenvector returned by a diagonaliser need not be normalised.

The band energies are defined by formulas, and `emery_eigenvalue_iff` shows that they are the spectrum: a complex number `z` admits a nonzero solution of `emery D a b *ᵥ ψ = z • ψ` if and only if it is one of the three listed values. This theorem and the factorisation `emery_det` hold for every real `D`.

The band ordering and the weight results assume `0 < D`, which places the ligand levels below the d level. Allowing \(D=0\) would break the strict lower bound, because the antibonding weight is then exactly \(1/2\) for any nonzero coupling. The theorems `top_dWeight` and `top_dWeight_bounds` apply to every nonzero eigenvector of the top band, so the result does not depend on the phase or scale chosen by a solver. In `dWeight_attained` the coupling is chosen to fit the target weight. It does not say that a particular lattice dispersion, with its own limited range of \(a(k)\) and \(b(k)\), reaches that weight.

Several physical restrictions are built into the matrix:

- The three orbitals are orthonormal. With a nonorthogonal basis, the overlap matrix enters both the eigenvalue equation and the definition of orbital weight.
- The ligands share one energy and have no direct hopping between them. Adding ligand-ligand hopping changes the ligand block, and the formula for \(w\) no longer applies as written.
- There is no interaction term. For a mean-field calculation, the result applies when the effective Bloch matrix has this same form, up to a common energy shift, and the effective ligand levels still lie below the effective d level.

The theorems concern real and complex numbers, so they put no bound on the rounding error of a floating-point eigensolver.

## How the Lean proof carries out the algebra

The lemma `halfSplitting_sq` supplies the identity for \(R^2\), and `le_halfSplitting` supplies \(D/2\le R\). In `emery_det`, `Matrix.det_fin_three` expands the determinant, and `linear_combination (z + D) * hR` performs the factorisation by inserting the identity for \(R^2\). The eigenvalue theorem first rewrites the eigenvalue equation as a null-vector equation. It then uses `Matrix.exists_mulVec_eq_zero_iff` to replace the existence of a null vector by a vanishing determinant. The ordering in `band_order` follows from `le_halfSplitting` by linear arithmetic.

In `top_dWeight`, `h1` and `h2` are the two ligand rows, and `n1` and `n2` are their squared moduli. The step `hc` adds them and cancels \(R+D/2\), giving the relation between d-weight and ligand weight derived above. The positivity of \(N\) is `hN`, obtained from a nonzero component of `ψ`. The step `hw` rewrites the target weight as \((R+D/2)/(2R)\), after which clearing denominators leaves an equation that follows from `hc` by rearrangement.

The proof of `top_dWeight_bounds` substitutes this formula and proves that \(D\) is at most the square root in it, as `hle`. The bounds follow from the resulting limits on the quotient. For the equality case, weight one forces the root to equal \(D\), so both squared moduli vanish; the converse is direct substitution.

Finally, `dWeight_attained` constructs \(u\) and \(t\) as in the derivation. It takes an eigenvector from `emery_eigenvalue_iff`, so no explicit vector has to be written down, and evaluates its weight with `top_dWeight`.
